# Wave amplitudes at the defect energy stay bounded along a tight-binding chain with paired defects if host and defect levels differ by less than twice the hopping

The theorem `transfer_bounded` concerns one non-interacting particle on a half-infinite chain with unit nearest-neighbour hopping, where sites of level `eb` come only as adjacent pairs among host sites of level `ea`. It takes the energy equal to `eb` and assumes `|eb - ea| < 2`. For real, unnormalised amplitudes, it states that the sum of squares of two neighbouring amplitudes changes by at most a factor (2 + |eb − ea|)/(2 − |eb − ea|), upwards or downwards, however many sites are crossed. The proof writes the transfer matrix between complete units as plus or minus a power of the host matrix, which conserves a quadratic form comparable with that sum of squares; a cut inside a pair adds only a rotation.

The first attempt, which Lean rejects:

```lean
import Mathlib

open Matrix Filter

namespace TransferBounded

noncomputable section

/-- One-site transfer matrix at energy `E` for a site of level `e` and unit hopping. -/
def siteMatrix (E e : ℝ) : Matrix (Fin 2) (Fin 2) ℝ := !![E - e, -1; 1, 0]

/-- Transfer product over the first `n` sites of a chain with site energies `ε`. -/
def transfer (E : ℝ) (ε : ℕ → ℝ) : ℕ → Matrix (Fin 2) (Fin 2) ℝ
  | 0 => 1
  | n + 1 => siteMatrix E (ε n) * transfer E ε n

/-- `Tiled ea eb ε n d m`: the first `n` sites consist of `d` adjacent defect pairs (level `eb`)
and `m` host sites (level `ea`), in some order. -/
inductive Tiled (ea eb : ℝ) (ε : ℕ → ℝ) : ℕ → ℕ → ℕ → Prop
  | start : Tiled ea eb ε 0 0 0
  | host {n d m : ℕ} : Tiled ea eb ε n d m → ε n = ea → Tiled ea eb ε (n + 1) d (m + 1)
  | pair {n d m : ℕ} : Tiled ea eb ε n d m → ε n = eb → ε (n + 1) = eb →
      Tiled ea eb ε (n + 2) (d + 1) m

/-- A half-infinite chain in which defects come only as adjacent pairs: each cut either falls
between complete units or becomes such a cut after one more site. -/
def PairedChain (ea eb : ℝ) (ε : ℕ → ℝ) : Prop :=
  ∀ n, ∃ d m, Tiled ea eb ε n d m ∨ Tiled ea eb ε (n + 1) d m

/-- Sum of the squares of two neighbouring amplitudes. -/
def intensity (v : Fin 2 → ℝ) : ℝ := v 0 ^ 2 + v 1 ^ 2

/-- The quadratic form `u² - x u v + v²` of two neighbouring amplitudes. -/
def hostForm (x : ℝ) (v : Fin 2 → ℝ) : ℝ := v 0 ^ 2 - x * (v 0 * v 1) + v 1 ^ 2

/-- The bound `(2 + |eb - ea|) / (2 - |eb - ea|)`, meant for `|eb - ea| < 2`. -/
def bandConstant (ea eb : ℝ) : ℝ := (2 + |eb - ea|) / (2 - |eb - ea|)

/-- At the defect energy, the transfer matrix of an adjacent defect pair is minus the identity. -/
theorem defect_pair (eb : ℝ) : siteMatrix eb eb * siteMatrix eb eb = -1 := by
  ext i j
  fin_cases i <;> fin_cases j <;> simp [siteMatrix, Matrix.mul_apply, Fin.sum_univ_two]

/-- At the defect energy, the transfer product over `d` defect pairs and `m` host sites in any
order is `(-1)^d` times the `m`-th power of the host matrix. -/
theorem transfer_eq {ea eb : ℝ} {ε : ℕ → ℝ} {n d m : ℕ} (h : Tiled ea eb ε n d m) :
    transfer eb ε n = (-1 : ℝ) ^ d • siteMatrix eb ea ^ m := by
  induction h with
  | start => simp [transfer]
  | host _ he ih => rw [transfer, ih, he, mul_smul_comm, pow_succ']
  | pair _ h1 h2 ih =>
    rw [transfer, transfer, h1, h2, ← mul_assoc, defect_pair, ih, pow_succ]
    simp

/-- Every power of the host matrix at energy `eb` preserves the quadratic form with
`x = eb - ea`. -/
theorem hostForm_pow (ea eb : ℝ) (m : ℕ) (v : Fin 2 → ℝ) :
    hostForm (eb - ea) ((siteMatrix eb ea ^ m) *ᵥ v) = hostForm (eb - ea) v := by
  have step : ∀ w, hostForm (eb - ea) (siteMatrix eb ea *ᵥ w) = hostForm (eb - ea) w := by
    intro w
    simp [hostForm, siteMatrix, Matrix.mulVec, dotProduct, Fin.sum_univ_two]
    ring
  induction m with
  | zero => simp
  | succ m ih => rw [pow_succ', ← Matrix.mulVec_mulVec, step, ih]

/-- The quadratic form lies between `(2 - |x|)/2` and `(2 + |x|)/2` times the intensity. -/
theorem hostForm_bounds (x : ℝ) (v : Fin 2 → ℝ) :
    (2 - |x|) * intensity v ≤ 2 * hostForm x v ∧
      2 * hostForm x v ≤ (2 + |x|) * intensity v := by
  have h0 : |v 0 * v 1| ≤ (v 0 ^ 2 + v 1 ^ 2) / 2 := by
    rw [abs_le]
    constructor <;> nlinarith [sq_nonneg (v 0 + v 1), sq_nonneg (v 0 - v 1)]
  have h : |x * (v 0 * v 1)| ≤ |x| * ((v 0 ^ 2 + v 1 ^ 2) / 2) := by
    rw [abs_mul]
    exact mul_le_mul_of_nonneg_left h0 (abs_nonneg x)
  obtain ⟨h1, h2⟩ := abs_le.mp h
  unfold intensity hostForm
  constructor <;> linarith

/-- If `|eb - ea| < 2`, all transfer products of a chain with paired defects, taken at the defect
energy, change the intensity by at most the same constant factor, upwards or downwards. -/
theorem transfer_bounded {ea eb : ℝ} {ε : ℕ → ℝ} (hband : |eb - ea| < 2)
    (hc : PairedChain ea eb ε) (n : ℕ) (v : Fin 2 → ℝ) :
    intensity (transfer eb ε n *ᵥ v) ≤ bandConstant ea eb * intensity v ∧
      intensity v ≤ bandConstant ea eb * intensity (transfer eb ε n *ᵥ v) := by
  -- cuts between complete units: compare intensities through the conserved form
  have key : ∀ {k d m : ℕ}, Tiled ea eb ε k d m →
      intensity (transfer eb ε k *ᵥ v) ≤ bandConstant ea eb * intensity v ∧
        intensity v ≤ bandConstant ea eb * intensity (transfer eb ε k *ᵥ v) := by
    intro k d m hk
    have hs : intensity (transfer eb ε k *ᵥ v) =
        intensity ((siteMatrix eb ea ^ m) *ᵥ v) := by
      rw [transfer_eq hk]
      rcases neg_one_pow_eq_or ℝ d with h | h <;>
        simp [h, Matrix.neg_mulVec, intensity]
    have a := hostForm_bounds (eb - ea) v
    have b := hostForm_bounds (eb - ea) ((siteMatrix eb ea ^ m) *ᵥ v)
    rw [hostForm_pow] at b
    have hp : 0 < 2 - |eb - ea| := by linarith
    rw [hs, bandConstant, div_mul_eq_mul_div, div_mul_eq_mul_div, le_div_iff₀ hp,
      le_div_iff₀ hp]
    constructor <;> linarith [a.1, a.2, b.1, b.2]
  obtain ⟨d, m, h | h⟩ := hc n
  · exact key h
  · cases h with
    | host h' _ => exact key h'
    | pair h' h1 _ =>
      -- a cut inside a pair: one defect matrix only rotates the two amplitudes
      have rot : ∀ w, intensity (siteMatrix eb eb *ᵥ w) = intensity w := by
        intro w
        simp [intensity, siteMatrix, Matrix.mulVec, dotProduct, Fin.sum_univ_two]
        ring
      rw [transfer, h1, ← Matrix.mulVec_mulVec, rot]
      exact key h'

end

end TransferBounded
```

Compiling this gives:

```
Main.lean:93:51: error: unsolved goals
case inr
ea eb : ℝ
ε : ℕ → ℝ
hband : |eb - ea| < 2
hc : PairedChain ea eb ε
n : ℕ
v : Fin 2 → ℝ
k d m : ℕ
hk : Tiled ea eb ε k d m
h : (-1) ^ d = -1
⊢ (-((siteMatrix eb ea ^ m) 0 1 * v 1) + -((siteMatrix eb ea ^ m) 0 0 * v 0)) ^ 2 +
      (-((siteMatrix eb ea ^ m) 1 1 * v 1) + -((siteMatrix eb ea ^ m) 1 0 * v 0)) ^ 2 =
    ((siteMatrix eb ea ^ m) 0 0 * v 0 + (siteMatrix eb ea ^ m) 0 1 * v 1) ^ 2 +
      ((siteMatrix eb ea ^ m) 1 0 * v 0 + (siteMatrix eb ea ^ m) 1 1 * v 1) ^ 2
```

Diagnosis. The error lies in the step `hs`, which says that the sign `(-1) ^ d` does not affect the intensity. Lean reports only the case `inr`, where the sign is −1; the case with sign +1 was closed.

In the failing case `simp` writes out the matrix-vector products and pushes the minus sign into the sums. The left side then has squares of the form `(-b + -a) ^ 2`, the right side `(a + b) ^ 2`. These are equal, but the base on the left is now a sum of negated terms and no longer the negation of a sum, so the rule that a square ignores an overall sign does not fit, and `simp` stops with the goal open.

The repair adds `ring`, which proves the remaining polynomial identity. The two cases are now written separately so that `ring` runs only in the second, since in the first `simp` leaves no goal for it. The shorter `simp [h]` in the first case is mere tidying.

Lean accepts the file once it reads:

```diff
@@ -93,6 +93,8 @@
         intensity ((siteMatrix eb ea ^ m) *ᵥ v) := by
       rw [transfer_eq hk]
-      rcases neg_one_pow_eq_or ℝ d with h | h <;>
-        simp [h, Matrix.neg_mulVec, intensity]
+      rcases neg_one_pow_eq_or ℝ d with h | h
+      · simp [h]
+      · simp [h, Matrix.neg_mulVec, intensity]
+        ring
     have a := hostForm_bounds (eb - ea) v
     have b := hostForm_bounds (eb - ea) ((siteMatrix eb ea ^ m) *ᵥ v)
```
